# With eight or more orbitals, vanishing descriptor forces allow a nonzero Pederson residual when the orbital potentials are free

In a Fermi-Löwdin self-interaction correction, the \(N\) localised orbitals of one spin channel are determined by the occupied space they span and by \(N\) points in space, the Fermi-orbital descriptors. For a given occupied space, the energy is minimised over the \(3N\) descriptor coordinates. Stationarity under all rotations among the orbitals is a different requirement: it asks that the Pederson residual

\[
G_{ij}=\langle i|V_i-V_j|j\rangle
\]

vanish, where \(V_i\) is the self-interaction potential of orbital \(i\), the derivative of the orbital-dependent energy with respect to the orbital density \(\phi_i^2\). Do vanishing descriptor forces imply \(G=0\)?

For real orbitals of unit occupation, rotate by \(\delta\phi_i=\sum_j K_{ij}\phi_j\) with \(K^T=-K\). The occupied space is unchanged, and with it the total density and the kinetic energy, so only the orbital-dependent energy varies:

\[
\delta E=2\sum_{ij}K_{ij}(V_i)_{ij}=\sum_{ij}K_{ij}\,(V_i-V_j)_{ij}=\operatorname{tr}(G^TK).
\]

The middle step uses the antisymmetry of \(K\) and the symmetry of the potentials. If a descriptor displacement \(x\) produces the rotation \(K=L(x)\), the forces vanish exactly when \(\operatorname{tr}(G^TL(x))=0\) for all \(x\). The formal model starts from this trace expression.

The result is that \(N\ge 8\) holds exactly when, for every linear \(L\), some symmetric potentials have \(G\neq0\) and yet no descriptor force. In this first-order model with freely chosen potentials, converged descriptor forces therefore do not certify the Pederson conditions once \(N\ge8\).

In Lean 4 with Mathlib:

```lean
import Mathlib

open Matrix

namespace FermiLoewdinDescriptors

noncomputable section
```

## Real orbitals and three coordinates per descriptor

A displacement is a real function on `Fin N × Fin 3`: one number per descriptor and Cartesian direction.

```lean
/-- Displacements of the `N` Fermi-orbital descriptors in three-dimensional space. -/
abbrev Descriptors (N : ℕ) := Fin N × Fin 3 → ℝ
```

Real orbitals rotate into each other through antisymmetric generators, which form the subspace `Rotations N`. An element `G` of it is a matrix with a proof of antisymmetry, and `G.1` is the matrix.

```lean
/-- The real antisymmetric matrices, generators of rotations among `N` real orbitals. -/
def Rotations (N : ℕ) : Submodule ℝ (Matrix (Fin N) (Fin N) ℝ) where
  carrier := {K | Kᵀ = -K}
  zero_mem' := by simp
  add_mem' := by
    intro A B hA hB
    change (A + B)ᵀ = -(A + B)
    have hA' : Aᵀ = -A := hA
    have hB' : Bᵀ = -B := hB
    rw [Matrix.transpose_add, hA', hB']
    abel
  smul_mem' := by
    intro c A hA
    change (c • A)ᵀ = -(c • A)
    have hA' : Aᵀ = -A := hA
    rw [Matrix.transpose_smul, hA', smul_neg]
```

The residual takes a family of matrices `V i`, each written in the orbital basis.

```lean
/-- The Pederson residual `G i j = ⟨i| V i - V j |j⟩` of orbital-dependent potentials `V i`,
given as matrices in the orbital basis. -/
def pedersonResidual {N : ℕ} (V : Fin N → Matrix (Fin N) (Fin N) ℝ) :
    Matrix (Fin N) (Fin N) ℝ :=
  Matrix.of fun i j => V i i j - V j i j
```

The gradient has one component \(\operatorname{tr}(G^TL(e_a))\) for each descriptor coordinate \(a\), where \(e_a\) is the unit displacement `Pi.single a 1`. It is the energy derivative, so the force is its negative.

```lean
/-- The descriptor gradient for residual `G`: its component `a` is `tr (Gᵀ L(e_a))`, where `L`
is the linear response of the orbitals to descriptor displacements. -/
def descriptorGradient {N : ℕ} (L : Descriptors N →ₗ[ℝ] Rotations N) :
    Rotations N →ₗ[ℝ] Descriptors N where
  toFun G := fun a => (G.1ᵀ * (L (Pi.single a 1)).1).trace
  map_add' := by
    intro G H
    funext a
    simp [Matrix.add_mul]
  map_smul' := by
    intro c G
    funext a
    simp
```

Reality enters the derivation through the count of generators. The diagonal of an antisymmetric matrix is zero and the entries above it determine those below, which leaves one free number per pair of orbitals. `Pair N` lists the pairs with the larger index first, and `fromUpper` builds the matrix from its upper entries.

```lean
/-- Pairs of distinct orbitals, listed as the larger index followed by the smaller one. -/
abbrev Pair (N : ℕ) := Σ q : Fin N, Fin q.val

/-- The rotation generator with prescribed entries above the diagonal. -/
def fromUpper (N : ℕ) : (Pair N → ℝ) →ₗ[ℝ] Rotations N where
  toFun g := ⟨Matrix.of fun p q =>
    if h : p.val < q.val then g ⟨q, ⟨p.val, h⟩⟩
    else if h : q.val < p.val then -g ⟨p, ⟨q.val, h⟩⟩ else 0, by
      change _ᵀ = -_
      ext p q
      simp only [Matrix.transpose_apply, Matrix.of_apply, Matrix.neg_apply]
      split_ifs <;> first | omega | simp⟩
  map_add' := by
    intro f g
    apply Subtype.ext
    ext p q
    simp only [Submodule.coe_add, Matrix.add_apply, Matrix.of_apply, Pi.add_apply]
    split_ifs <;> ring
  map_smul' := by
    intro c g
    apply Subtype.ext
    ext p q
    simp only [Submodule.coe_smul, Matrix.smul_apply, Matrix.of_apply, Pi.smul_apply,
      smul_eq_mul, RingHom.id_apply]
    split_ifs <;> ring
```

Orbital \(q\), counted from zero, has \(q\) partners of smaller index, so the number of pairs is \(\sum_{q=0}^{N-1}q=N(N-1)/2\). The proof of `card_pair` evaluates this sum.

```lean
/-- There are `N (N - 1) / 2` pairs of distinct orbitals. -/
theorem card_pair (N : ℕ) : Fintype.card (Pair N) = N * (N - 1) / 2 := by
  rw [Fintype.card_sigma]
  simp only [Fintype.card_fin]
  rw [Fin.sum_univ_eq_sum_range (fun i => i) N, Finset.sum_range_id]
```

Complex orbitals would have antihermitian generators, with \(N^2\) real parameters, of which \(N\) only change the phases of the orbitals. The comparison with \(3N\) would have to be made afresh.

## Symmetric orbital potentials

The condition `∀ i, (V i)ᵀ = V i` says that each potential is a Hermitian operator in a real basis, as a multiplicative potential is. By hand,

\[
G_{ji}=(V_j)_{ji}-(V_i)_{ji}=(V_j)_{ij}-(V_i)_{ij}=-G_{ij}.
\]

The proof extracts the two symmetry relations as `h1` and `h2` and combines them linearly.

```lean
/-- For symmetric orbital potentials the Pederson residual is antisymmetric. -/
theorem pedersonResidual_mem {N : ℕ} (V : Fin N → Matrix (Fin N) (Fin N) ℝ)
    (hV : ∀ i, (V i)ᵀ = V i) : pedersonResidual V ∈ Rotations N := by
  change (pedersonResidual V)ᵀ = -pedersonResidual V
  ext i j
  have h1 : V i j i = V i i j := congrFun (congrFun (hV i) i) j
  have h2 : V j j i = V j i j := congrFun (congrFun (hV j) i) j
  simp only [pedersonResidual, Matrix.transpose_apply, Matrix.of_apply, Matrix.neg_apply]
  linarith
```

Without symmetry the threshold would be lost. For two orbitals labelled 0 and 1, let the only nonzero entries be \((V_0)_{01}=(V_1)_{10}=1\). Then \(G_{01}=G_{10}=1\), and \(\operatorname{tr}(G^TK)=K_{01}+K_{10}=0\) for every rotation, whatever the descriptors do.

## Potentials that may be chosen freely

The potentials are arbitrary symmetric matrices; they are not derived from a density functional. This freedom turns a statement about antisymmetric matrices into one about residuals. Given an antisymmetric \(G\), let \(V_i\) couple orbital \(i\) to each other orbital \(l\) with strength \(G_{il}/2\), and set its remaining entries to zero. For \(i\ne j\),

\[
(V_i)_{ij}-(V_j)_{ij}=\tfrac12G_{ij}-\tfrac12G_{ji}=G_{ij},
\]

and on the diagonal both sides are zero. The proof supplies these matrices, checks their symmetry by cases, and then checks the residual with the diagonal treated separately.

```lean
/-- Every antisymmetric matrix is the Pederson residual of some symmetric orbital potentials. -/
theorem exists_potentials {N : ℕ} (G : Rotations N) :
    ∃ V : Fin N → Matrix (Fin N) (Fin N) ℝ,
      (∀ i, (V i)ᵀ = V i) ∧ pedersonResidual V = G.1 := by
  -- potential `i` couples orbital `i` to the others with half of the wanted residual
  refine ⟨fun i => Matrix.of fun k l =>
    (if k = i then G.1 i l else if l = i then G.1 i k else 0) / 2, ?_, ?_⟩
  · intro i
    ext k l
    simp only [Matrix.transpose_apply, Matrix.of_apply]
    by_cases hk : k = i <;> by_cases hl : l = i <;> simp [hk, hl]
  · ext i j
    have hT : G.1ᵀ = -G.1 := G.2
    have hG : G.1 j i = -G.1 i j := congrFun (congrFun hT i) j
    simp only [pedersonResidual, Matrix.of_apply, ↓reduceIte]
    split_ifs with h
    · subst h
      linarith
    · linarith
```

For a particular functional at a particular set of orbitals, the potentials and hence \(G\) are given. That one matrix may or may not lie among the residuals that the descriptors miss.

## A linear response to the descriptors

The map \(L\) stands for the first derivative of the orbitals with respect to the descriptors at a fixed configuration. Linearity reduces the condition on all displacements to \(3N\) equations. Since \(x=\sum_a x_ae_a\),

\[
\operatorname{tr}(G^TL(x))=\sum_a x_a\operatorname{tr}(G^TL(e_a)).
\]

`gradient_contract` follows this line: it expands `x` in unit displacements, moves `L` through the sum, and then does the same with the trace.

```lean
/-- The descriptor gradient contracted with a displacement `x` equals `tr (Gᵀ L(x))`. -/
theorem gradient_contract {N : ℕ} (L : Descriptors N →ₗ[ℝ] Rotations N) (G : Rotations N)
    (x : Descriptors N) :
    ∑ a, x a * descriptorGradient L G a = (G.1ᵀ * (L x).1).trace := by
  have hx : L x = ∑ a, x a • L (Pi.single a 1) := by
    have h : x = ∑ a, x a • (Pi.single a 1 : Descriptors N) := by
      funext b
      simp [Finset.sum_apply, Pi.single_apply]
    conv_lhs => rw [h]
    simp only [map_sum, map_smul]
  rw [hx]
  simp [descriptorGradient, Matrix.mul_sum, Matrix.trace_sum]
```

The orbitals themselves depend nonlinearly on the descriptors, but the forces at a given configuration involve only this first derivative. At another configuration \(L\) is in general a different linear map.

## At least eight orbitals

The gradient is a linear map from a space of dimension at least \(N(N-1)/2\) to one of dimension \(3N\). Its rank is at most \(3N\), so rank-nullity gives

\[
\dim\ker\ \ge\ \frac{N(N-1)}2-3N=\frac{N(N-7)}2 .
\]

For \(N\ge8\) this is positive. At \(N=8\) there are 28 rotations against 24 coordinates, and at least four independent residuals are hidden.

In `hidden_dimension`, `h1` bounds the dimension of the rotations from below through the injectivity of `fromUpper`, `h2` bounds the rank, and `h3` is rank-nullity. The term \(3N\) is written on the right of the inequality, so the statement can be read without a truncated subtraction of \(3N\).

```lean
/-- The residuals with zero descriptor gradient form a space of dimension at least
`N (N - 1) / 2 - 3 N`. -/
theorem hidden_dimension {N : ℕ} (L : Descriptors N →ₗ[ℝ] Rotations N) :
    N * (N - 1) / 2 ≤ Module.finrank ℝ (LinearMap.ker (descriptorGradient L)) + 3 * N := by
  have hinj : Function.Injective (fromUpper N) := by
    intro f g hfg
    funext ⟨q, ⟨p, hp⟩⟩
    have entry : ∀ k : Pair N → ℝ,
        (fromUpper N k).1 ⟨p, hp.trans q.2⟩ q = k ⟨q, ⟨p, hp⟩⟩ := fun k => dif_pos hp
    rw [← entry f, ← entry g, hfg]
  have h1 := LinearMap.finrank_le_finrank_of_injective hinj
  rw [Module.finrank_fintype_fun_eq_card, card_pair] at h1
  -- the gradient has only `3 N` components
  have h2 := Submodule.finrank_le (LinearMap.range (descriptorGradient L))
  rw [Module.finrank_fintype_fun_eq_card, Fintype.card_prod, Fintype.card_fin,
    Fintype.card_fin] at h2
  have h3 := LinearMap.finrank_range_add_finrank_ker (descriptorGradient L)
  omega
```

At \(N=7\) there are 21 rotations and 21 coordinates, and the bound gives only zero. Whether anything is hidden then depends on \(L\).

## Descriptors that reach every rotation

Surjectivity of \(L\) means that every infinitesimal orbital rotation can be produced by some descriptor displacement. In that case one can choose \(x\) with \(L(x)=G\), and the vanishing force gives

\[
0=\operatorname{tr}(G^TG)=\sum_{ij}G_{ij}^2 ,
\]

so \(G=0\). The proof obtains this `x` from `hL`, writes the trace as a sum of squares, and concludes that every term is zero.

```lean
/-- If descriptor displacements generate every orbital rotation, a residual for which
`tr (Gᵀ L(x))` vanishes for all displacements is zero. -/
theorem residual_eq_zero_of_surjective {N : ℕ} (L : Descriptors N →ₗ[ℝ] Rotations N)
    (hL : Function.Surjective L) (G : Rotations N)
    (hG : ∀ x, (G.1ᵀ * (L x).1).trace = 0) : G = 0 := by
  -- displace the descriptors so that the rotation is the residual itself
  obtain ⟨x, hx⟩ := hL G
  have h := hG x
  rw [hx] at h
  have hs : ∑ i, ∑ j, G.1 j i * G.1 j i = 0 := by
    simpa only [Matrix.trace, Matrix.diag_apply, Matrix.mul_apply,
      Matrix.transpose_apply] using h
  apply Subtype.ext
  ext j i
  have h1 := (Finset.sum_eq_zero_iff_of_nonneg (fun i _ =>
    Finset.sum_nonneg fun j _ => mul_self_nonneg (G.1 j i))).1 hs i (Finset.mem_univ i)
  have h2 := (Finset.sum_eq_zero_iff_of_nonneg (fun j _ =>
    mul_self_nonneg (G.1 j i))).1 h1 j (Finset.mem_univ j)
  exact mul_self_eq_zero.1 h2
```

Without surjectivity the conclusion can fail at any size from two orbitals upwards: if \(L=0\), all forces vanish for every residual.

## At most seven orbitals

For \(N\le7\) we have \(N(N-1)/2\le3N\), so each orbital pair can be given a descriptor coordinate of its own. Let \(L\) read off those coordinates and use them as the upper entries of the generator. Every antisymmetric matrix is then reached.

In the proof, `e` is the assignment of coordinates to pairs, `LinearMap.funLeft` reads them off, and `fromUpper` builds the matrix. Both maps are surjective, and so is their composition.

```lean
/-- For at most seven orbitals some linear response to the descriptors generates every
orbital rotation. -/
theorem exists_surjective_response {N : ℕ} (hN : N ≤ 7) :
    ∃ L : Descriptors N →ₗ[ℝ] Rotations N, Function.Surjective L := by
  have hc : Fintype.card (Pair N) ≤ Fintype.card (Fin N × Fin 3) := by
    rw [card_pair, Fintype.card_prod, Fintype.card_fin, Fintype.card_fin]
    have : N * (N - 1) ≤ N * 6 := Nat.mul_le_mul_left N (by omega)
    omega
  -- assign to each orbital pair its own descriptor coordinate
  obtain ⟨e⟩ := Function.Embedding.nonempty_of_card_le hc
  refine ⟨(fromUpper N).comp (LinearMap.funLeft ℝ ℝ e), ?_⟩
  have hs : Function.Surjective (fromUpper N) := by
    intro G
    refine ⟨fun s => G.1 ⟨s.2.val, s.2.2.trans s.1.2⟩ s.1, ?_⟩
    apply Subtype.ext
    ext p q
    have hT : G.1ᵀ = -G.1 := G.2
    have hG : G.1 q p = -G.1 p q := congrFun (congrFun hT p) q
    simp only [fromUpper, LinearMap.coe_mk, AddHom.coe_mk, Matrix.of_apply]
    split_ifs with h1 h2
    · rfl
    · change -(G.1 q p) = G.1 p q
      linarith
    · have hpq : p = q := Fin.ext (by omega)
      subst hpq
      linarith
  rw [LinearMap.coe_comp]
  exact hs.comp (LinearMap.funLeft_surjective_of_injective ℝ ℝ e e.injective)
```

This \(L\) is a constructed linear map. The theorem does not say that the response of actual Fermi-Löwdin orbitals is surjective in a small system.

## The threshold as an equivalence

The order of the quantifiers matters here. From two to seven orbitals it is wrong to conclude that vanishing forces always imply a vanishing residual, as the example \(L=0\) shows. What fails for \(N\le7\) is the claim that every \(L\) hides something. With zero or one orbital there is no pair to rotate, and the residual is always zero.

For the forward direction, `hidden_dimension` makes the kernel of the gradient nontrivial when \(N\ge8\). A nonzero element `G` of it is realised by potentials through `exists_potentials`, and `gradient_contract` extends the vanishing components to all displacements. For the converse, suppose \(N\le7\) and take the surjective response constructed above. The assumed potentials have an antisymmetric residual by `pedersonResidual_mem`, which must vanish by `residual_eq_zero_of_surjective`, contrary to the assumption that it is nonzero.

```lean
/-- There are at least eight orbitals exactly when, for every linear response `L`, some symmetric
orbital potentials have a nonzero Pederson residual `G` with `tr (Gᵀ L(x)) = 0` for every
descriptor displacement `x`. -/
theorem hidden_residual_iff (N : ℕ) :
    8 ≤ N ↔ ∀ L : Descriptors N →ₗ[ℝ] Rotations N,
      ∃ V : Fin N → Matrix (Fin N) (Fin N) ℝ, (∀ i, (V i)ᵀ = V i) ∧
        pedersonResidual V ≠ 0 ∧ ∀ x, ((pedersonResidual V)ᵀ * (L x).1).trace = 0 := by
  constructor
  · intro hN L
    have hne : LinearMap.ker (descriptorGradient L) ≠ ⊥ := by
      intro h
      have hd := hidden_dimension L
      rw [h, finrank_bot] at hd
      have : N * 7 ≤ N * (N - 1) := Nat.mul_le_mul_left N (by omega)
      omega
    obtain ⟨G, hG, hG0⟩ := Submodule.exists_mem_ne_zero_of_ne_bot hne
    obtain ⟨V, hV, hVG⟩ := exists_potentials G
    refine ⟨V, hV, ?_, ?_⟩
    · rw [hVG]
      exact fun h => hG0 (Subtype.ext h)
    · intro x
      rw [hVG, ← gradient_contract, LinearMap.mem_ker.1 hG]
      simp
  · intro H
    by_contra hN
    obtain ⟨L, hL⟩ := exists_surjective_response (N := N) (by omega)
    obtain ⟨V, hV, hne, hzero⟩ := H L
    have h := residual_eq_zero_of_surjective L hL
      ⟨pedersonResidual V, pedersonResidual_mem V hV⟩ hzero
    exact hne (congrArg Subtype.val h)

end

end FermiLoewdinDescriptors
```

```lean
#print axioms FermiLoewdinDescriptors.hidden_residual_iff
```

```
'FermiLoewdinDescriptors.hidden_residual_iff' depends on axioms: [propext, Classical.choice, Quot.sound]
```
